# The partition function of a finite spectrum determines its levels and degeneracies

A finite spectrum is represented here by a multiset of real energies: a collection without order in which an energy may occur several times. The number of occurrences of \(E\) in the multiset \(s\) is its degeneracy \(n_s(E)\), which is zero if \(E\) is not a level. A list would add an ordering with no physical meaning, and a set would lose the degeneracies.

```lean
import Mathlib

open Filter Topology

namespace PartitionFunctionSpectrum
```

With \(\beta = 1/(k_B T)\), the canonical partition function is

\[ Z_s(\beta) = \sum_{E \in s} e^{-\beta E}, \]

where a level of degeneracy \(n\) contributes \(n\) equal terms. In Lean, `Multiset ℝ` is the type of spectra, `s.count E` is \(n_s(E)\), and `s.toFinset` is the set of distinct levels. Energies are absolute: raising all of them by \(\delta\) multiplies \(Z_s(\beta)\) by \(e^{-\beta\delta}\). The definition accepts every real \(\beta\), and also the empty spectrum, for which \(Z_s = 0\).

```lean
/-- The canonical partition function at inverse temperature `β` of a finite spectrum, given as
a multiset of energies in which each level is repeated according to its degeneracy. -/
noncomputable def partitionFunction (s : Multiset ℝ) (β : ℝ) : ℝ :=
  (s.map fun E => Real.exp (-β * E)).sum
```

The problems ask how much of \(s\) can be recovered from \(Z_s\). For a model with finitely many states, such as a spin cluster or a Hamiltonian in a finite basis, the answer in (d) means that the partition functions of two Hamiltonians with different spectra differ at some temperature. Infinite and continuous spectra are not treated, and the values of \(Z_s\) are taken as exact, so nothing is said about recovering levels from noisy data.

## (a) Boltzmann factors weighted by degeneracy

Let \(S\) be a finite set of energies that contains every level of \(s\). Show that for every real \(\beta\)

\[ Z_s(\beta) = \sum_{E \in S} n_s(E)\, e^{-\beta E}. \]

**Solution.** Collect equal terms in the definition. Each distinct level \(E\) occurs \(n_s(E)\) times, each time with the factor \(e^{-\beta E}\), so the formula holds when \(S\) is exactly the set of levels. Any further energy in \(S\) has \(n_s(E) = 0\) and adds nothing.

The freedom to enlarge \(S\) will allow two spectra to be written over one common set of energies. In the proof, `Finset.sum_multiset_map_count` collects the equal terms and `Finset.sum_subset` admits the extra energies.

```lean
/-- The partition function is the sum of Boltzmann factors weighted by degeneracies, over any
finite set of energies that contains all levels of the spectrum. -/
theorem partitionFunction_eq_sum_levels (s : Multiset ℝ) (S : Finset ℝ)
    (hS : s.toFinset ⊆ S) (β : ℝ) :
    partitionFunction s β = ∑ E ∈ S, (s.count E : ℝ) * Real.exp (-β * E) := by
  unfold partitionFunction
  rw [Finset.sum_multiset_map_count]
  simp only [nsmul_eq_mul]
  apply Finset.sum_subset hS
  intro E _ hE
  have h0 : s.count E = 0 :=
    Multiset.count_eq_zero.mpr fun hm => hE (Multiset.mem_toFinset.mpr hm)
  rw [h0, Nat.cast_zero, zero_mul]
```

## (b) Independence of Boltzmann factors at equally spaced inverse temperatures

Let \(S\) be a set of \(d\) distinct energies, \(b \neq 0\), and let \(c_E\) be real coefficients with

\[ \sum_{E \in S} c_E\, e^{-(k+1) b E} = 0 \qquad (k = 0, \dots, d-1). \]

Show that \(c_E = 0\) for every \(E \in S\).

**Solution.** Put \(x_E = e^{-bE}\). Then \(e^{-(k+1)bE} = x_E\, x_E^k\), so the data are sums of powers. Choose a level \(E_0 \in S\) and form the polynomial that vanishes at \(x_F\) for every other level \(F\),

\[ P(X) = \prod_{F \in S,\ F \neq E_0} (X - x_F) = \sum_{k=0}^{d-1} p_k X^k. \]

It has degree \(d-1\), and for \(d = 1\) it is the constant 1. Multiply the equation with index \(k\) by \(p_k\) and add them all:

\[ 0 = \sum_{k=0}^{d-1} p_k \sum_{E \in S} c_E\, x_E\, x_E^k = \sum_{E \in S} c_E\, x_E\, P(x_E) = c_{E_0}\, x_{E_0}\, P(x_{E_0}). \]

Only the term of \(E_0\) survives, because \(P(x_E) = 0\) for every other level. The factor \(x_{E_0}\) is positive. Since \(b \neq 0\), distinct energies have distinct \(x_E\), so \(P(x_{E_0}) \neq 0\) as well. Hence \(c_{E_0} = 0\), and \(E_0\) was arbitrary.

In Lean the coefficients are a function `c : ℝ → ℝ`, of which only the values on `S` matter, and `S.card` is \(d\). The step `hx` rewrites the exponentials as powers, and `hdeg` bounds the degree of \(P\) below \(d\), so that the available equations suffice. The weighted sum is `hsum`, where `Finset.sum_comm` exchanges the sums over \(k\) and \(E\). The vanishing terms are `hz`, and `hne₀` is \(P(x_{E_0}) \neq 0\), which follows from the injectivity of the exponential.

```lean
/-- If a combination of the Boltzmann factors of `d` distinct energies vanishes at the inverse
temperatures `b, 2b, ..., db`, with `b` nonzero, then all its coefficients vanish. -/
theorem boltzmann_factors_independent (S : Finset ℝ) (c : ℝ → ℝ) {b : ℝ} (hb : b ≠ 0)
    (h : ∀ k : ℕ, k < S.card → ∑ E ∈ S, c E * Real.exp (-(((k : ℝ) + 1) * b) * E) = 0) :
    ∀ E ∈ S, c E = 0 := by
  intro E₀ hE₀
  have hx : ∀ (E : ℝ) (k : ℕ), Real.exp (-(((k : ℝ) + 1) * b) * E)
      = Real.exp (-b * E) * Real.exp (-b * E) ^ k := by
    intro E k
    rw [← Real.exp_nat_mul, ← Real.exp_add]
    congr 1
    ring
  -- a polynomial that vanishes at `exp (-b F)` for every level `F` except `E₀`
  obtain ⟨P, hP⟩ : ∃ P : Polynomial ℝ, P = ∏ F ∈ S.erase E₀,
      (Polynomial.X - Polynomial.C (Real.exp (-b * F))) := ⟨_, rfl⟩
  have hdeg : P.natDegree < S.card := by
    have h1 : P.natDegree ≤ ∑ F ∈ S.erase E₀,
        (Polynomial.X - Polynomial.C (Real.exp (-b * F))).natDegree := by
      rw [hP]
      exact Polynomial.natDegree_prod_le _ _
    simp only [Polynomial.natDegree_X_sub_C, Finset.sum_const, smul_eq_mul, mul_one,
      Finset.card_erase_of_mem hE₀] at h1
    have h2 : 0 < S.card := Finset.card_pos.mpr ⟨E₀, hE₀⟩
    omega
  -- the data at the `d` temperatures combine into a sum weighted by this polynomial
  have hsum : ∑ E ∈ S, c E * (Real.exp (-b * E) * P.eval (Real.exp (-b * E))) = 0 := by
    simp_rw [Polynomial.eval_eq_sum_range' hdeg, Finset.mul_sum]
    rw [Finset.sum_comm]
    apply Finset.sum_eq_zero
    intro k hk
    calc _ = P.coeff k * ∑ E ∈ S, c E * Real.exp (-(((k : ℝ) + 1) * b) * E) := by
          rw [Finset.mul_sum]
          refine Finset.sum_congr rfl fun E _ => ?_
          rw [hx]
          ring
      _ = 0 := by rw [h k (Finset.mem_range.mp hk), mul_zero]
  have hz : ∀ E ∈ S, E ≠ E₀ →
      c E * (Real.exp (-b * E) * P.eval (Real.exp (-b * E))) = 0 := by
    intro E hE hne
    have h0 : P.eval (Real.exp (-b * E)) = 0 := by
      rw [hP, Polynomial.eval_prod]
      exact Finset.prod_eq_zero (Finset.mem_erase.mpr ⟨hne, hE⟩) (by simp)
    rw [h0, mul_zero, mul_zero]
  have hne₀ : P.eval (Real.exp (-b * E₀)) ≠ 0 := by
    rw [hP, Polynomial.eval_prod, Finset.prod_ne_zero_iff]
    intro F hF
    simp only [Polynomial.eval_sub, Polynomial.eval_X, Polynomial.eval_C]
    intro h0
    have h1 := Real.exp_injective (sub_eq_zero.mp h0)
    exact (Finset.mem_erase.mp hF).1 (mul_left_cancel₀ (neg_ne_zero.mpr hb) h1).symm
  -- only the term of `E₀` survives
  rw [Finset.sum_eq_single_of_mem E₀ hE₀ hz] at hsum
  exact (mul_eq_zero.mp hsum).resolve_right (mul_ne_zero (Real.exp_ne_zero _) hne₀)
```

## (c) Two spectra compared at finitely many temperatures

Let \(s\) and \(t\) be finite spectra, let \(d\) be the number of distinct energies that occur in at least one of them, and let \(b > 0\). Suppose that

\[ Z_s\big((k+1)b\big) = Z_t\big((k+1)b\big) \qquad (k = 0, \dots, d-1). \]

Show that \(s = t\).

**Solution.** Let \(S\) be the set of all levels of \(s\) and \(t\) together. By (a), both partition functions can be written as sums over \(S\). Subtracting them gives

\[ \sum_{E \in S} \big(n_s(E) - n_t(E)\big)\, e^{-(k+1)bE} = 0 \qquad (k = 0, \dots, d-1). \]

By (b), \(n_s(E) = n_t(E)\) for every \(E \in S\). Outside \(S\) both degeneracies are zero. The two multisets therefore contain every energy equally often, which is what \(s = t\) means. If both spectra are empty, then \(d = 0\) and there is nothing to check.

The condition \(b > 0\) places all the data at positive temperatures. The number \(d\) counts the levels of both spectra, so using the criterion requires an upper bound on that number; agreement at more multiples of \(b\) than needed does no harm.

In the proof, `key` is the application of (b) to the differences of degeneracies. The tactic `ext E` reduces equality of multisets to equality of counts, and the case distinction separates energies inside \(S\) from those outside.

```lean
/-- Let `d` be the number of distinct levels occurring in either of two finite spectra. If their
partition functions agree at the inverse temperatures `b, 2b, ..., db`, with `b > 0`, then the
spectra are equal, degeneracies included. -/
theorem spectrum_eq_of_finitely_many_temperatures (s t : Multiset ℝ) {b : ℝ} (hb : 0 < b)
    (h : ∀ k : ℕ, k < (s.toFinset ∪ t.toFinset).card →
      partitionFunction s (((k : ℝ) + 1) * b) = partitionFunction t (((k : ℝ) + 1) * b)) :
    s = t := by
  -- the differences of degeneracies are the coefficients of a vanishing combination
  have key := boltzmann_factors_independent (s.toFinset ∪ t.toFinset)
    (fun E => (s.count E : ℝ) - (t.count E : ℝ)) hb.ne' (by
      intro k hk
      have hk' := h k hk
      rw [partitionFunction_eq_sum_levels s _ Finset.subset_union_left,
        partitionFunction_eq_sum_levels t _ Finset.subset_union_right] at hk'
      simp only [sub_mul, Finset.sum_sub_distrib]
      linarith)
  ext E
  by_cases hE : E ∈ s.toFinset ∪ t.toFinset
  · exact_mod_cast sub_eq_zero.mp (key E hE)
  · rw [Finset.mem_union, Multiset.mem_toFinset, Multiset.mem_toFinset, not_or] at hE
    rw [Multiset.count_eq_zero.mpr hE.1, Multiset.count_eq_zero.mpr hE.2]
```

## (d) Agreement at every positive temperature

Suppose that two finite spectra satisfy

\[ Z_s(\beta) = Z_t(\beta) \qquad \text{for all } \beta > 0. \]

Show that \(s = t\), so that levels and degeneracies coincide.

**Solution.** Take \(b = 1\) in the chosen units of inverse energy. The inverse temperatures \(1, 2, \dots, d\) are all positive, so the hypothesis of (c) holds and its conclusion is the claim.

In Lean this is a single application of the previous theorem, with `positivity` confirming that each \(k+1\) times \(b\) is positive.

```lean
/-- The partition function determines the spectrum: two finite spectra with the same partition
function at every positive inverse temperature have the same levels and degeneracies. -/
theorem spectrum_eq_of_partitionFunction_eq (s t : Multiset ℝ)
    (h : ∀ β : ℝ, 0 < β → partitionFunction s β = partitionFunction t β) : s = t :=
  spectrum_eq_of_finitely_many_temperatures s t one_pos fun k _ => h _ (by positivity)
```

## (e) The lowest level in the limit of low temperature

Let \(E_0\) be an energy such that no level of \(s\) lies below it. Show that

\[ \lim_{\beta \to \infty} e^{\beta E_0} Z_s(\beta) = n_s(E_0). \]

**Solution.** Let \(S\) consist of the levels of \(s\) together with \(E_0\). By (a),

\[ e^{\beta E_0} Z_s(\beta) = \sum_{E \in S} n_s(E)\, e^{-\beta (E - E_0)}. \]

The term with \(E = E_0\) equals \(n_s(E_0)\) at every temperature. Every other term has \(E - E_0 > 0\) and tends to zero. The sum is finite, so the limits add up to \(n_s(E_0)\).

If \(E_0\) is the ground-state energy, the limit is the ground-state degeneracy. If \(E_0\) lies strictly below the whole spectrum, the limit is zero; the theorem covers this case too, since it does not require \(E_0\) to be a level.

The limit is written with `Tendsto`, where `atTop` stands for \(\beta \to \infty\) and `𝓝` for the neighbourhoods of the limiting value. The step `hterm` treats the terms one by one, `tendsto_finsetSum` adds their limits, and the last lines identify the sum with \(e^{\beta E_0} Z_s(\beta)\).

```lean
/-- If no level of the spectrum lies below `E₀`, then `exp (β E₀) Z(β)` tends to the degeneracy
of `E₀` in the low-temperature limit, the degeneracy being zero if `E₀` is not a level. -/
theorem tendsto_ground_degeneracy (s : Multiset ℝ) (E₀ : ℝ) (h : ∀ E ∈ s, E₀ ≤ E) :
    Tendsto (fun β : ℝ => Real.exp (β * E₀) * partitionFunction s β) atTop
      (𝓝 (s.count E₀ : ℝ)) := by
  have hterm : ∀ E ∈ insert E₀ s.toFinset,
      Tendsto (fun β : ℝ => (s.count E : ℝ) * Real.exp (-(β * (E - E₀)))) atTop
        (𝓝 (if E = E₀ then (s.count E : ℝ) else 0)) := by
    intro E hE
    by_cases hEq : E = E₀
    · simp [hEq]
    · -- a level above `E₀` is exponentially suppressed
      have hm : E ∈ s :=
        Multiset.mem_toFinset.mp ((Finset.mem_insert.mp hE).resolve_left hEq)
      have hpos : 0 < E - E₀ := sub_pos.mpr (lt_of_le_of_ne (h E hm) (Ne.symm hEq))
      have hlim : Tendsto (fun β : ℝ => Real.exp (-(β * (E - E₀)))) atTop (𝓝 0) :=
        Real.tendsto_exp_neg_atTop_nhds_zero.comp (tendsto_id.atTop_mul_const hpos)
      simpa [hEq] using hlim.const_mul (s.count E : ℝ)
  have hsum := tendsto_finsetSum (insert E₀ s.toFinset) hterm
  rw [Finset.sum_ite_eq', if_pos (Finset.mem_insert_self _ _)] at hsum
  refine hsum.congr fun β => ?_
  rw [partitionFunction_eq_sum_levels s _ (Finset.subset_insert E₀ _), Finset.mul_sum]
  refine Finset.sum_congr rfl fun E _ => ?_
  have he : Real.exp (-(β * (E - E₀))) = Real.exp (β * E₀) * Real.exp (-β * E) := by
    rw [← Real.exp_add]
    congr 1
    ring
  rw [he]
  ring
```

## (f) Two different spectra that agree at one temperature

Given \(\beta > 0\), let \(s\) have a single nondegenerate level at energy 0, and let \(t\) have a single, doubly degenerate level at \(\varepsilon = (\ln 2)/\beta\). Show that

\[ Z_s(\beta) = Z_t(\beta) \quad \text{and} \quad s \neq t. \]

**Solution.** The first partition function is \(e^0 = 1\). The second is \(2 e^{-\beta \varepsilon} = 2 e^{-\ln 2} = 1\). The spectra differ because \(s\) has one state and \(t\) has two.

In terms of the free energy, the cost \(\varepsilon\) of the higher level is compensated exactly by the entropy term \(k_B T \ln 2\) of its degeneracy. The two spectra contain \(d = 2\) distinct energies between them, so (c) asks for agreement at two inverse temperatures, and this pair shows that one would not be enough.

In Lean, `he` evaluates the Boltzmann factor of the upper level as \(1/2\), and the spectra are told apart by `Multiset.card`, the total number of states.

```lean
/-- One temperature is not enough: at any given `β > 0`, a single level at zero energy and a
doubly degenerate level at `(log 2) / β` are different spectra with equal partition functions. -/
theorem one_temperature_insufficient {β : ℝ} (hβ : 0 < β) :
    partitionFunction {0} β = partitionFunction {Real.log 2 / β, Real.log 2 / β} β ∧
      ({0} : Multiset ℝ) ≠ {Real.log 2 / β, Real.log 2 / β} := by
  have harg : -β * (Real.log 2 / β) = -Real.log 2 := by
    rw [neg_mul, mul_div_cancel₀ _ hβ.ne']
  have he : Real.exp (-β * (Real.log 2 / β)) = 1 / 2 := by
    rw [harg, Real.exp_neg, Real.exp_log (by norm_num), one_div]
  constructor
  · simp only [partitionFunction, Multiset.insert_eq_cons, Multiset.map_cons,
      Multiset.map_singleton, Multiset.sum_cons, Multiset.sum_singleton, he, mul_zero,
      Real.exp_zero]
    norm_num
  · intro h
    have hcard := congrArg Multiset.card h
    simp at hcard

end PartitionFunctionSpectrum
```

```lean
#print axioms PartitionFunctionSpectrum.spectrum_eq_of_partitionFunction_eq
-- 'PartitionFunctionSpectrum.spectrum_eq_of_partitionFunction_eq' depends on axioms: [propext, Classical.choice, Quot.sound]
#print axioms PartitionFunctionSpectrum.tendsto_ground_degeneracy
-- 'PartitionFunctionSpectrum.tendsto_ground_degeneracy' depends on axioms: [propext, Classical.choice, Quot.sound]
#print axioms PartitionFunctionSpectrum.one_temperature_insufficient
-- 'PartitionFunctionSpectrum.one_temperature_insufficient' depends on axioms: [propext, Classical.choice, Quot.sound]
```
